# At a critical point x of a C² energy invariant under exp(tA), the Hessian annihilates Ax

Take the energy V(x₀, x₁) = (x₀² + x₁² − 1)² in the plane. It depends only on the distance from the origin, so rotating a configuration costs nothing. At the minimum (1, 0) the Hessian is

    H = [ 8  0 ]
        [ 0  0 ]

The radial direction is stiff and the angular direction (0, 1) is flat. That flat direction can be found without computing H. Rotations are generated by

    J = [ 0  −1 ]
        [ 1   0 ]

and J(1, 0) = (0, 1). The symmetry generator, applied to the configuration, gives the zero mode.

At a point (r, 0) with r ≠ 0 and r² ≠ 1 the gradient is 4(r² − 1)(r, 0), and H J(r, 0) = 4(r² − 1)(0, r). The product is no longer zero, but it is fixed by the gradient.

## The identity and the two counts

Let V be a C² function on ℝⁿ, and let A be a real n × n matrix with V(exp(tA)x) = V(x) for all t and x. Write g(x) for the gradient and H(x) for the Hessian. Then at every x

    H(x) A x = −Aᵀ g(x).

Now let L be a linear subspace of matrices that all have this invariance, and let g(x) = 0. Then

    dim {Ax : A ∈ L} ≤ dim ker H(x),
    dim L ≤ dim ker H(x) + dim {A ∈ L : Ax = 0}.

The generators with Ax = 0 are the unbroken ones, which leave the configuration where it is.

## Rotational modes in a normal-mode calculation

For a finite cluster whose energy is a C² function of all Cartesian coordinates and is unchanged by rotations about the origin, the identity says that the Hessian sends every rotational displacement Ax to zero at a stationary structure. Here A applies the same antisymmetric 3 × 3 block to every atom. A molecular energy with nuclear repulsion diverges where two nuclei coincide, so it is outside the theorems as stated. The derivation by hand still applies to it if the energy is C² on an open, rotation-invariant set of configurations that contains the structure. Normal modes are computed from the mass-weighted Hessian M^(−1/2) H M^(−1/2), where M is the diagonal matrix of atomic masses; this matrix sends M^(1/2) Ax to zero.

The identity also holds away from stationary structures. For antisymmetric A it reads H A x = A g, so at an imperfectly converged geometry the rotational residual is set by the remaining gradient. A code can compare the two sides at any geometry as a partial check of its Hessian against its gradient: an error in H that gives zero on every rotational displacement Ax goes unnoticed.

## Differentiating the invariance twice

**Along the orbit.** Since d/dt exp(tA)x = A exp(tA)x, the chain rule gives, with y = exp(tA)x,

    d/dt V(exp(tA)x) = g(y) · Ay.

If V is invariant, the left side is zero, and t = 0 gives

    g(x) · Ax = 0   for every x.

Conversely, if this holds at every point, V has zero derivative along each orbit. It is therefore constant there and equal to its value at t = 0, which is V(x).

**With respect to x.** Written in components, the condition is

    Σⱼ ∂ⱼV(x) (Ax)ⱼ = 0.

Differentiate with respect to xᵢ, using ∂ᵢ(Ax)ⱼ = Aⱼᵢ:

    Σⱼ ∂ᵢ∂ⱼV(x) (Ax)ⱼ + Σⱼ Aⱼᵢ ∂ⱼV(x) = 0.

Second derivatives of a C² function commute, so the first sum is (H A x)ᵢ. The second is (Aᵀ g)ᵢ. This is the identity.

**Counting.** If g(x) = 0, the right side vanishes and Ax lies in ker H(x) for every A in L. These vectors form a subspace of the kernel, which gives the first bound. The linear map A ↦ Ax on L has image {Ax : A ∈ L} and kernel {A ∈ L : Ax = 0}, so rank-nullity gives

    dim L = dim {Ax : A ∈ L} + dim {A ∈ L : Ax = 0},

and the second bound follows from the first.

**The Mexican hat in any dimension.** For V(x) = (x·x − 1)² the gradient is 4(x·x − 1)x, which vanishes when x·x = 1. If Aᵀ = −A, then x·Ax = (Aᵀx)·x = −x·Ax, so x·Ax = 0. Hence g(x)·Ax = 0 everywhere, and V is invariant under exp(tA) by the converse above. In the plane, A = J and x = (1, 0) give back the angular zero mode.

## The Lean file

```lean
import Mathlib

open Matrix
open scoped Matrix.Norms.Operator

namespace GoldstoneModes

noncomputable section

variable {ι : Type*} [Fintype ι] [DecidableEq ι]

/-- The gradient of a differentiable energy `V` at `x`: the vector of its partial derivatives. -/
def grad (V : (ι → ℝ) → ℝ) (x : ι → ℝ) : ι → ℝ :=
  fun i => fderiv ℝ V x (Pi.single i 1)

/-- The Hessian of a twice differentiable energy `V` at `x`: the matrix of its second partial
derivatives. -/
def hess (V : (ι → ℝ) → ℝ) (x : ι → ℝ) : Matrix ι ι ℝ :=
  Matrix.of fun i j => fderiv ℝ (fderiv ℝ V) x (Pi.single j 1) (Pi.single i 1)

/-- The energy `V` is unchanged by the one-parameter group `exp (t A)`. -/
def Invariant (V : (ι → ℝ) → ℝ) (A : Matrix ι ι ℝ) : Prop :=
  ∀ (t : ℝ) (x : ι → ℝ), V (NormedSpace.exp (t • A) *ᵥ x) = V x

/-- The linear map sending a generator `A` to the displacement `A x` of the configuration `x`. -/
def displacement (x : ι → ℝ) : Matrix ι ι ℝ →ₗ[ℝ] (ι → ℝ) where
  toFun A := A *ᵥ x
  map_add' A B := Matrix.add_mulVec A B x
  map_smul' c A := by
    ext i
    simp [Matrix.mulVec, dotProduct, Finset.mul_sum, mul_assoc]

/-- A continuous linear map applied to `v` is the sum of its values on the coordinate directions,
weighted by the components of `v`. -/
theorem sum_coordinates {F : Type*} [NormedAddCommGroup F] [NormedSpace ℝ F]
    (φ : (ι → ℝ) →L[ℝ] F) (v : ι → ℝ) :
    ∑ i, v i • φ (Pi.single i 1) = φ v := by
  have hv : ∑ i, v i • (Pi.single i 1 : ι → ℝ) = v := by
    ext j
    simp [Finset.sum_apply, Pi.single_apply]
  calc ∑ i, v i • φ (Pi.single i 1) = φ (∑ i, v i • (Pi.single i 1 : ι → ℝ)) := by
        simp only [map_sum, map_smul]
    _ = φ v := by rw [hv]

/-- The gradient paired with a direction `v` is `fderiv ℝ V x v`, which is the directional
derivative along `v` when `V` is differentiable at `x`. -/
theorem grad_dotProduct (V : (ι → ℝ) → ℝ) (x v : ι → ℝ) :
    grad V x ⬝ᵥ v = fderiv ℝ V x v := by
  rw [← sum_coordinates (fderiv ℝ V x) v]
  simp only [grad, dotProduct, smul_eq_mul, mul_comm]

/-- A differentiable energy is invariant under `exp (t A)` exactly when its gradient is everywhere
orthogonal to the displacement `A x`. -/
theorem invariant_iff {V : (ι → ℝ) → ℝ} (hV : Differentiable ℝ V) (A : Matrix ι ι ℝ) :
    Invariant V A ↔ ∀ x, grad V x ⬝ᵥ (A *ᵥ x) = 0 := by
  -- the rate of change of the energy along an orbit
  have horb : ∀ (x : ι → ℝ) (t : ℝ),
      HasDerivAt (fun s : ℝ => V (NormedSpace.exp (s • A) *ᵥ x))
        (fderiv ℝ V (NormedSpace.exp (t • A) *ᵥ x)
          (A *ᵥ (NormedSpace.exp (t • A) *ᵥ x))) t := by
    intro x t
    have h1 : HasDerivAt (fun s : ℝ => NormedSpace.exp (s • A) *ᵥ x)
        ((A * NormedSpace.exp (t • A)) *ᵥ x) t :=
      (LinearMap.toContinuousLinearMap (displacement x)).hasFDerivAt.comp_hasDerivAt t
        (hasDerivAt_exp_smul_const' A t)
    rw [← Matrix.mulVec_mulVec] at h1
    exact (hV _).hasFDerivAt.comp_hasDerivAt t h1
  constructor
  · intro h x
    have h0 := horb x 0
    have hc : (fun s : ℝ => V (NormedSpace.exp (s • A) *ᵥ x)) = fun _ => V x :=
      funext fun s => h s x
    rw [hc] at h0
    have h1 := h0.unique (hasDerivAt_const (0 : ℝ) (V x))
    rw [grad_dotProduct]
    simpa using h1
  · intro h t x
    have hconst := is_const_of_deriv_eq_zero (fun s => (horb x s).differentiableAt)
      (fun s => by rw [(horb x s).deriv, ← grad_dotProduct]; exact h _) t 0
    simpa using hconst

/-- For an invariant C² energy, the Hessian applied to the displacement `A x` equals minus the
transposed generator applied to the gradient. -/
theorem hess_mulVec_displacement {V : (ι → ℝ) → ℝ} (hV : ContDiff ℝ 2 V)
    {A : Matrix ι ι ℝ} (hA : Invariant V A) (x : ι → ℝ) :
    hess V x *ᵥ (A *ᵥ x) = -(Aᵀ *ᵥ grad V x) := by
  have hd : Differentiable ℝ V := hV.differentiable (by norm_num)
  have hD : HasFDerivAt (fderiv ℝ V) (fderiv ℝ (fderiv ℝ V) x) x :=
    ((hV.fderiv_right (m := 1) (le_of_eq one_add_one_eq_two)).differentiable
      (by norm_num) x).hasFDerivAt
  -- differentiate the identity `grad V y ⬝ᵥ A y = 0` with respect to `y`
  let T : (ι → ℝ) →L[ℝ] (ι → ℝ) := LinearMap.toContinuousLinearMap (Matrix.mulVecLin A)
  have hc := hD.clm_apply (T.hasFDerivAt (x := x))
  have hz : (fun y => fderiv ℝ V y (T y)) = fun _ => (0 : ℝ) := by
    funext y
    have h := (invariant_iff hd A).1 hA y
    rw [grad_dotProduct] at h
    exact h
  rw [hz] at hc
  have hu := hc.unique (hasFDerivAt_const (0 : ℝ) x)
  have key : ∀ v, fderiv ℝ V x (A *ᵥ v) + fderiv ℝ (fderiv ℝ V) x v (A *ᵥ x) = 0 :=
    fun v => congrArg (fun ψ : (ι → ℝ) →L[ℝ] ℝ => ψ v) hu
  ext i
  have hH : (hess V x *ᵥ (A *ᵥ x)) i
      = fderiv ℝ (fderiv ℝ V) x (A *ᵥ x) (Pi.single i 1) := by
    rw [← sum_coordinates (fderiv ℝ (fderiv ℝ V) x) (A *ᵥ x), _root_.sum_apply]
    change ∑ j, hess V x i j * (A *ᵥ x) j = _
    exact Finset.sum_congr rfl fun j _ => mul_comm _ _
  have hG : (Aᵀ *ᵥ grad V x) i = fderiv ℝ V x (A *ᵥ Pi.single i 1) := by
    rw [← grad_dotProduct, Matrix.dotProduct_mulVec, Matrix.mulVec_transpose]
    simp
  -- second derivatives commute
  have hs := second_derivative_symmetric (fun y => (hd y).hasFDerivAt) hD
    (A *ᵥ x) (Pi.single i 1)
  rw [Pi.neg_apply, hH, hG, hs]
  linarith [key (Pi.single i 1)]

/-- At a critical point of an invariant C² energy, the Hessian annihilates the displacement `A x`.
-/
theorem goldstone_mode {V : (ι → ℝ) → ℝ} (hV : ContDiff ℝ 2 V) {A : Matrix ι ι ℝ}
    (hA : Invariant V A) {x : ι → ℝ} (hx : grad V x = 0) :
    hess V x *ᵥ (A *ᵥ x) = 0 := by
  rw [hess_mulVec_displacement hV hA, hx, Matrix.mulVec_zero, neg_zero]

/-- At a critical point of a C² energy, the kernel of the Hessian has at least the dimension of the
space of displacements `A x` produced by the symmetry generators `A` in `L`. -/
theorem goldstone_count {V : (ι → ℝ) → ℝ} (hV : ContDiff ℝ 2 V)
    (L : Submodule ℝ (Matrix ι ι ℝ)) (hL : ∀ A ∈ L, Invariant V A)
    {x : ι → ℝ} (hx : grad V x = 0) :
    Module.finrank ℝ (L.map (displacement x))
      ≤ Module.finrank ℝ (LinearMap.ker (hess V x).mulVecLin) := by
  apply Submodule.finrank_mono
  rintro _ ⟨A, hA, rfl⟩
  exact LinearMap.mem_ker.2 (goldstone_mode hV (hL A hA) hx)

/-- At a critical point of a C² energy, the number of independent symmetry generators in `L` is at
most the dimension of the Hessian kernel plus the number of independent generators in `L` that leave
`x` fixed. -/
theorem broken_generator_count {V : (ι → ℝ) → ℝ} (hV : ContDiff ℝ 2 V)
    (L : Submodule ℝ (Matrix ι ι ℝ)) (hL : ∀ A ∈ L, Invariant V A)
    {x : ι → ℝ} (hx : grad V x = 0) :
    Module.finrank ℝ L ≤ Module.finrank ℝ (LinearMap.ker (hess V x).mulVecLin)
      + Module.finrank ℝ (LinearMap.ker ((displacement x).domRestrict L)) := by
  have h := LinearMap.finrank_range_add_finrank_ker ((displacement x).domRestrict L)
  rw [LinearMap.range_domRestrict] at h
  have hc := goldstone_count hV L hL hx
  omega

/-- The Mexican-hat energy `(x · x - 1)²`. -/
def mexicanHat (x : ι → ℝ) : ℝ := (x ⬝ᵥ x - 1) ^ 2

/-- The gradient of the Mexican-hat energy is `4 (x · x - 1) x`. -/
theorem grad_mexicanHat (x : ι → ℝ) : grad mexicanHat x = (4 * (x ⬝ᵥ x - 1)) • x := by
  have h1 : HasFDerivAt (fun y : ι → ℝ => ∑ i, y i * y i)
      (∑ i, (x i • ContinuousLinearMap.proj (R := ℝ) (φ := fun _ : ι => ℝ) i
        + x i • ContinuousLinearMap.proj (R := ℝ) (φ := fun _ : ι => ℝ) i)) x :=
    HasFDerivAt.fun_sum fun i _ => (hasFDerivAt_apply i x).mul (hasFDerivAt_apply i x)
  have h2 := (h1.sub_const 1).mul (h1.sub_const 1)
  have h3 : HasFDerivAt (mexicanHat (ι := ι)) _ x :=
    h2.congr_of_eventuallyEq (Filter.Eventually.of_forall fun y => by
      simp [mexicanHat, dotProduct, sq])
  ext i
  rw [grad, h3.fderiv]
  simp [_root_.sum_apply, Pi.single_apply, Finset.sum_add_distrib, dotProduct]
  ring

/-- The Mexican-hat energy is twice continuously differentiable, invariant under every
antisymmetric generator, and critical at every unit vector. -/
theorem mexicanHat_witness :
    ContDiff ℝ 2 (mexicanHat (ι := ι)) ∧
    (∀ A : Matrix ι ι ℝ, Aᵀ = -A → Invariant mexicanHat A) ∧
    (∀ x : ι → ℝ, x ⬝ᵥ x = 1 → grad mexicanHat x = 0) := by
  have hC : ContDiff ℝ 2 (mexicanHat (ι := ι)) := by
    unfold mexicanHat dotProduct
    fun_prop
  refine ⟨hC, fun A hA => ?_, fun x hx => by simp [grad_mexicanHat, hx]⟩
  rw [invariant_iff (hC.differentiable (by norm_num))]
  intro x
  -- an antisymmetric generator moves `x` at right angles to itself
  have h : x ⬝ᵥ (A *ᵥ x) = -(x ⬝ᵥ (A *ᵥ x)) := by
    conv_lhs => rw [Matrix.dotProduct_mulVec, ← Matrix.mulVec_transpose, hA,
      Matrix.neg_mulVec, neg_dotProduct, dotProduct_comm]
  have h0 : x ⬝ᵥ (A *ᵥ x) = 0 := by linarith
  rw [grad_mexicanHat, smul_dotProduct, h0, smul_zero]

/-- In the plane, the Hessian of the Mexican-hat energy at `(1, 0)` annihilates the
angular direction `(0, 1)`. -/
theorem mexicanHat_angular_mode :
    hess mexicanHat (![1, 0] : Fin 2 → ℝ) *ᵥ ![0, 1] = 0 := by
  obtain ⟨hC, hI, hG⟩ := mexicanHat_witness (ι := Fin 2)
  have hJ : (!![0, -1; 1, 0] : Matrix (Fin 2) (Fin 2) ℝ)ᵀ = -!![0, -1; 1, 0] := by
    ext i j
    fin_cases i <;> fin_cases j <;> simp
  have hm := goldstone_mode hC (hI _ hJ) (hG ![1, 0] (by simp [dotProduct, Fin.sum_univ_succ]))
  have hv : (!![0, -1; 1, 0] : Matrix (Fin 2) (Fin 2) ℝ) *ᵥ ![1, 0] = ![0, 1] := by
    ext i
    fin_cases i <;> simp [Matrix.mulVec, dotProduct, Fin.sum_univ_succ]
  rwa [hv] at hm

end

end GoldstoneModes
```

```lean
#print axioms GoldstoneModes.goldstone_mode
#print axioms GoldstoneModes.broken_generator_count
#print axioms GoldstoneModes.mexicanHat_angular_mode
```

```
'GoldstoneModes.goldstone_mode' depends on axioms: [propext, Classical.choice, Quot.sound]
'GoldstoneModes.broken_generator_count' depends on axioms: [propext, Classical.choice, Quot.sound]
'GoldstoneModes.mexicanHat_angular_mode' depends on axioms: [propext, Classical.choice, Quot.sound]
```

## How the Lean statements read

A configuration is a function `ι → ℝ` on a finite index set `ι`, for instance the set of all Cartesian components. `grad V x` is the vector of partial derivatives. Entry i, j of `hess V x` is the derivative in direction j of the i-th partial derivative, so the matrix is the Jacobian of the gradient. `Invariant V A` is invariance under the whole one-parameter group, for every real t and every configuration.

`displacement x` is the linear map A ↦ Ax, and `L.map (displacement x)` is the space {Ax : A ∈ L}. `Module.finrank` is the dimension, and `LinearMap.ker (hess V x).mulVecLin` is the space of zero modes. In `broken_generator_count`, the kernel of `(displacement x).domRestrict L` is the space of unbroken generators.

The hypothesis `hV : ContDiff ℝ 2 V` makes V twice continuously differentiable on the whole space, and `hx : grad V x = 0` makes x a critical point. `L` need only be a linear subspace; closure under commutators is not required.

## How the proof follows the derivation

`sum_coordinates` expands a linear map over the coordinate directions, and `grad_dotProduct` uses it to identify g(x)·v with the directional derivative along v. They connect the component notation to Mathlib's derivative `fderiv`, which is a linear map.

`invariant_iff` is the orbit step. Its internal statement `horb` combines the derivative of the matrix exponential with the chain rule. In the forward direction, the energy along the orbit is a constant function, and uniqueness of derivatives forces g(x)·Ax = 0. The reverse direction uses `is_const_of_deriv_eq_zero`.

`hess_mulVec_displacement` is the second differentiation. The product rule enters through `clm_apply`, which differentiates a linear map applied to a moving vector. Since the function being differentiated is identically zero, its derivative is too, and `key` records this for an arbitrary direction v. Setting v to the i-th coordinate direction gives the component equation above. `hH` and `hG` identify its two terms with matrix products, and `second_derivative_symmetric` exchanges the order of differentiation.

`goldstone_mode` sets the gradient to zero. `goldstone_count` turns the resulting inclusion of subspaces into an inequality of dimensions, and `broken_generator_count` adds rank-nullity.

For the example, `grad_mexicanHat` computes the gradient, and `mexicanHat_witness` checks smoothness, invariance and criticality on the unit sphere. `mexicanHat_angular_mode` then applies `goldstone_mode` to J at (1, 0), without computing the Hessian entries.

## Lower bounds, global smoothness and linear symmetries

The counts bound the number of zero modes from below. A Hessian may have further zero modes that no symmetry in L accounts for. If every generator in L leaves x fixed, as at x = 0, the first bound only says that the kernel has dimension at least zero. The point x may be a minimum, a maximum or a saddle, and nothing is said about the signs of the other eigenvalues.

These are Goldstone modes in the sense of a finite-dimensional energy surface: directions with no quadratic restoring force. Goldstone's theorem in field theory concerns gapless excitations above a symmetry-broken ground state. The present result contains no quantum Hamiltonian, no thermodynamic limit and no dispersion relation.

Smoothness and invariance are assumed on all of ℝⁿ. An interatomic potential that diverges when two atoms coincide does not satisfy the first assumption. The derivation by hand carries over to an open set that the group maps into itself, but the file contains no such version.

The theorems concern exact derivatives. They give no bound on finite-difference error or rounding, and do not say how small a computed eigenvalue must be to count as zero.

The symmetries are linear, so rotations about the origin are included but translations x ↦ x + ta are not. A different model would describe a symmetry by a differentiable vector field ξ(x) in place of Ax. The condition g(x)·ξ(x) = 0 would then differentiate to

    H(x) ξ(x) = −(Dξ(x))ᵀ g(x),

where Dξ is the Jacobian matrix of ξ. For a translation ξ is constant and the right side is zero at every configuration, stationary or not. That model would treat translations and rotations together, at the price of working with the flow of ξ where the file has a matrix exponential.
